# Equal force dipoles with a logarithmic line-force interaction repel as −C F² ln(1 − a²/L²)

Let parallel line forces F₁ and F₂, directed along one common axis, at distance r on a surface interact with energy C F₁ F₂ ln r, where C > 0. Forces and energies are per unit length of line. Two equal dipoles, each a force −F with a force +F at distance a to its right (F > 0), placed L > a > 0 apart, then have the interaction energy

E(L) = −C F² ln(1 − a²/L²).

It is positive, decreases strictly with L and exceeds C D²/L², where D = F a. It tends to that value as a → 0 at fixed D. For one dipole facing equal dipoles at L, 2L, 3L, …, the total tends to π² C D²/(6 L²) in the same limit.

## Steps as force dipoles

A step on a crystal with surface stress but no bulk stress can be modelled, in simplified form, as a pair of opposite line forces acting on an elastic substrate. The logarithmic law is postulated here; C is proportional to the elastic compliance of the substrate.

## From four logarithms to an inverse square

The forces sit at 0, a and at L, L + a. The four cross terms give

E = C F² [ln L − ln(L + a) − ln(L − a) + ln L] = −C F² ln((L² − a²)/L²).

Put y = 1 − a²/L², so 0 < y < 1. The inequality ln t < t − 1 for positive t ≠ 1, used at t = y and t = 1/y, gives

a²/L² < −ln y < a²/(L² − a²),

and therefore

C D²/L² < E < C D²/(L² − a²).

Positivity follows. As L grows, y and ln y grow, so E falls. With F = D/a and a → 0, both bounds tend to C D²/L².

## A row of dipoles

Let the distances be (n + 1)L with n = 0, 1, 2, …. The logarithms add up to the logarithm of a product, and Euler's formula

sin(πx) = πx ∏ (1 − x²/(n + 1)²), with x = a/L,

gives the exact total

−C F² ln(sin(πa/L)/(πa/L)).

For the limit, ((n + 1)L)² − a² ≥ (n + 1)²(L² − a²). Summing the pair bounds with ∑ 1/(n + 1)² = π²/6 places the total between π² C D²/(6 L²) and π² C D²/(6(L² − a²)), which have the same limit.

It is easy to take the π²/6 value as exact at finite width. At a = L/2 the exact total is C F² ln(π/2) ≈ 0.452 C F², while the point-dipole value is π² C F²/24 ≈ 0.411 C F², about 9% too low.

## The statement in Lean

`lineEnergy` is the postulated law, and `dipoleEnergy C F a L` is the sum of the four cross terms, without the self-energy of either dipole. `StrictAntiOn` on `Set.Ioi a` means strictly decreasing for L > a. The filter `𝓝[>] 0` means a → 0 from above, and the force `D / a` keeps the moment fixed. `HasSum` states that the series converges to the given value. In `pointDipole_row`, `w n` is the limit of the n-th pair energy.

The model covers equal, equally oriented dipoles on a continuum; the elasticity behind the logarithm is not derived.

```lean
import Mathlib

open Real Filter Topology

namespace SurfaceForceDipoles

noncomputable section

/-- Interaction energy of two parallel line forces `F₁`, `F₂` at distinct positions
`x₁ ≠ x₂` on a surface. -/
def lineEnergy (C F₁ F₂ x₁ x₂ : ℝ) : ℝ := C * F₁ * F₂ * Real.log |x₁ - x₂|

/-- Interaction energy of two equal force dipoles, with forces `-F, +F` at `0, a` and at
`L, L + a`, for `0 < a < L`: the sum of the four cross terms. -/
def dipoleEnergy (C F a L : ℝ) : ℝ :=
  lineEnergy C (-F) (-F) 0 L + lineEnergy C (-F) F 0 (L + a) +
    lineEnergy C F (-F) a L + lineEnergy C F F a (L + a)

/-- The four logarithms combine into `-C F² ln(1 - a²/L²)`. -/
theorem dipoleEnergy_eq {C F a L : ℝ} (ha : 0 < a) (hL : a < L) :
    dipoleEnergy C F a L = -C * F ^ 2 * Real.log (1 - a ^ 2 / L ^ 2) := by
  have h0 : 0 < L := ha.trans hL
  have hp : L + a ≠ 0 := by positivity
  have hm : L - a ≠ 0 := (sub_pos.mpr hL).ne'
  have hLL : L * L ≠ 0 := by positivity
  have h1 : Real.log (0 - L) = Real.log L := by rw [zero_sub, Real.log_neg_eq_log]
  have h2 : Real.log (0 - (L + a)) = Real.log (L + a) := by
    rw [zero_sub, Real.log_neg_eq_log]
  have h3 : Real.log (a - L) = Real.log (L - a) := by
    rw [← Real.log_neg_eq_log, neg_sub]
  have h4 : Real.log (a - (L + a)) = Real.log L := by
    rw [show a - (L + a) = -L by ring, Real.log_neg_eq_log]
  have h5 : 1 - a ^ 2 / L ^ 2 = (L + a) * (L - a) / (L * L) := by
    have h : a ^ 2 / L ^ 2 * (L * L) = a ^ 2 := by
      rw [← sq L]
      exact div_mul_cancel₀ _ (pow_pos h0 2).ne'
    rw [eq_div_iff hLL]
    linear_combination -h
  simp only [dipoleEnergy, lineEnergy, Real.log_abs]
  rw [h1, h2, h3, h4, h5, Real.log_div (mul_ne_zero hp hm) hLL, Real.log_mul hp hm,
    Real.log_mul h0.ne' h0.ne']
  ring

/-- With dipole moment `D = F a`, the energy lies strictly between `C D²/L²` and
`C D²/(L² - a²)`. -/
theorem dipoleEnergy_bounds {C F a L : ℝ} (hC : 0 < C) (hF : 0 < F) (ha : 0 < a)
    (hL : a < L) : C * (F * a) ^ 2 / L ^ 2 < dipoleEnergy C F a L ∧
      dipoleEnergy C F a L < C * (F * a) ^ 2 / (L ^ 2 - a ^ 2) := by
  have h0 : 0 < L := ha.trans hL
  have hsq : a ^ 2 < L ^ 2 := pow_lt_pow_left₀ hL ha.le two_ne_zero
  have hd : 0 < L ^ 2 - a ^ 2 := sub_pos.mpr hsq
  have hx : 0 < 1 - a ^ 2 / L ^ 2 := sub_pos.mpr ((div_lt_one (pow_pos h0 2)).mpr hsq)
  have ht : 0 < a ^ 2 / L ^ 2 := by positivity
  have hk : 0 < C * F ^ 2 := by positivity
  -- ln y < y - 1, used for y = 1 - a²/L² and for its inverse
  have h1 := Real.log_lt_sub_one_of_pos hx (by intro h; linarith)
  have h2 := Real.log_lt_sub_one_of_pos (inv_pos.mpr hx)
    (by intro h; rw [inv_eq_one] at h; linarith)
  have e : 1 - a ^ 2 / L ^ 2 = (L ^ 2 - a ^ 2) / L ^ 2 := by
    rw [sub_div, div_self (pow_pos h0 2).ne']
  have e2 : (1 - a ^ 2 / L ^ 2)⁻¹ - 1 = a ^ 2 / (L ^ 2 - a ^ 2) := by
    rw [e, inv_div, eq_div_iff hd.ne', sub_mul, div_mul_cancel₀ _ hd.ne']
    ring
  rw [Real.log_inv, e2] at h2
  rw [dipoleEnergy_eq ha hL]
  constructor
  · calc C * (F * a) ^ 2 / L ^ 2 = C * F ^ 2 * (a ^ 2 / L ^ 2) := by ring
      _ < C * F ^ 2 * (-Real.log (1 - a ^ 2 / L ^ 2)) :=
        mul_lt_mul_of_pos_left (by linarith) hk
      _ = _ := by ring
  · calc -C * F ^ 2 * Real.log (1 - a ^ 2 / L ^ 2)
        = C * F ^ 2 * (-Real.log (1 - a ^ 2 / L ^ 2)) := by ring
      _ < C * F ^ 2 * (a ^ 2 / (L ^ 2 - a ^ 2)) := mul_lt_mul_of_pos_left h2 hk
      _ = _ := by ring

/-- The interaction energy of two equal dipoles is positive. -/
theorem dipoleEnergy_pos {C F a L : ℝ} (hC : 0 < C) (hF : 0 < F) (ha : 0 < a)
    (hL : a < L) : 0 < dipoleEnergy C F a L := by
  have h0 : 0 < L := ha.trans hL
  exact lt_trans (by positivity) (dipoleEnergy_bounds hC hF ha hL).1

/-- The interaction energy decreases strictly with the distance `L > a`. -/
theorem dipoleEnergy_strictAnti {C F a : ℝ} (hC : 0 < C) (hF : 0 < F) (ha : 0 < a) :
    StrictAntiOn (dipoleEnergy C F a) (Set.Ioi a) := by
  intro x hx y hy hxy
  have hx' : a < x := hx
  have hy' : a < y := hy
  have h0 : 0 < x := ha.trans hx'
  have hk : 0 < C * F ^ 2 := by positivity
  have hq : 0 < 1 - a ^ 2 / x ^ 2 := sub_pos.mpr
    ((div_lt_one (pow_pos h0 2)).mpr (pow_lt_pow_left₀ hx' ha.le two_ne_zero))
  have hr : a ^ 2 / y ^ 2 < a ^ 2 / x ^ 2 := by gcongr
  have hlog := Real.log_lt_log hq (sub_lt_sub_left hr 1)
  rw [dipoleEnergy_eq ha hx', dipoleEnergy_eq ha hy']
  nlinarith [mul_lt_mul_of_pos_left hlog hk]

/-- The expression `K/(L² - a²)` tends to `K/L²` as the width `a` tends to zero. -/
theorem tendsto_upper (K : ℝ) {L : ℝ} (hL : 0 < L) :
    Tendsto (fun a : ℝ => K / (L ^ 2 - a ^ 2)) (𝓝[>] 0) (𝓝 (K / L ^ 2)) := by
  have hc : ContinuousAt (fun a : ℝ => K / (L ^ 2 - a ^ 2)) 0 :=
    ContinuousAt.div (by fun_prop) (by fun_prop) (by simpa using hL.ne')
  have e : K / (L ^ 2 - 0 ^ 2) = K / L ^ 2 := by simp
  rw [← e]
  exact hc.tendsto.mono_left nhdsWithin_le_nhds

/-- At fixed moment `D = F a`, the energy tends to `C D²/L²` as the width tends to zero. -/
theorem dipoleEnergy_tendsto {C D L : ℝ} (hC : 0 < C) (hD : 0 < D) (hL : 0 < L) :
    Tendsto (fun a => dipoleEnergy C (D / a) a L) (𝓝[>] 0) (𝓝 (C * D ^ 2 / L ^ 2)) := by
  have hev : ∀ᶠ a in 𝓝[>] (0 : ℝ), a ∈ Set.Ioo 0 L := Ioo_mem_nhdsGT hL
  refine tendsto_of_tendsto_of_tendsto_of_le_of_le' tendsto_const_nhds
    (tendsto_upper (C * D ^ 2) hL) ?_ ?_ <;>
  · filter_upwards [hev] with a ha
    have h := dipoleEnergy_bounds hC (div_pos hD ha.1) ha.1 ha.2
    rw [div_mul_cancel₀ _ ha.1.ne'] at h
    linarith [h.1, h.2]

/-- The inverse squares of the positive integers sum to `π²/6`. -/
theorem hasSum_inv_sq : HasSum (fun n : ℕ => 1 / ((n : ℝ) + 1) ^ 2) (π ^ 2 / 6) := by
  have h := (hasSum_nat_add_iff' 1).mpr hasSum_zeta_two
  simpa using h

/-- The point-dipole limits `w n` of the energies at distances `L, 2L, 3L, …` sum to
`π² C D²/(6 L²)`. -/
theorem pointDipole_row {C D L : ℝ} (hC : 0 < C) (hD : 0 < D) (hL : 0 < L) {w : ℕ → ℝ}
    (hw : ∀ n : ℕ, Tendsto (fun a => dipoleEnergy C (D / a) a (((n : ℝ) + 1) * L))
      (𝓝[>] 0) (𝓝 (w n))) : HasSum w (π ^ 2 * C * D ^ 2 / (6 * L ^ 2)) := by
  have e : w = fun n : ℕ => C * D ^ 2 / L ^ 2 * (1 / ((n : ℝ) + 1) ^ 2) := by
    funext n
    rw [tendsto_nhds_unique (hw n) (dipoleEnergy_tendsto hC hD (by positivity)),
      div_mul_div_comm, mul_one, mul_pow, mul_comm (L ^ 2)]
  have e2 : π ^ 2 * C * D ^ 2 / (6 * L ^ 2) = C * D ^ 2 / L ^ 2 * (π ^ 2 / 6) := by ring
  rw [e, e2]
  exact hasSum_inv_sq.mul_left (C * D ^ 2 / L ^ 2)

/-- For finite width, the energies of one dipole with equal dipoles at distances
`L, 2L, 3L, …` sum to `-C F² ln(sin(πa/L)/(πa/L))`. -/
theorem dipole_row {C F a L : ℝ} (hC : 0 < C) (hF : 0 < F) (ha : 0 < a) (hL : a < L) :
    HasSum (fun n : ℕ => dipoleEnergy C F a (((n : ℝ) + 1) * L))
      (-C * F ^ 2 * Real.log (Real.sin (π * (a / L)) / (π * (a / L)))) := by
  have h0 : 0 < L := ha.trans hL
  have hn (n : ℕ) : a < ((n : ℝ) + 1) * L := by
    nlinarith [mul_nonneg (Nat.cast_nonneg (α := ℝ) n) h0.le]
  have hr (j : ℕ) : a ^ 2 / (((j : ℝ) + 1) * L) ^ 2 = (a / L) ^ 2 / ((j : ℝ) + 1) ^ 2 := by
    rw [div_pow, div_div, mul_pow, mul_comm (L ^ 2)]
  have hq (j : ℕ) : 0 < 1 - (a / L) ^ 2 / ((j : ℝ) + 1) ^ 2 := by
    rw [← hr j]
    exact sub_pos.mpr ((div_lt_one (pow_pos (ha.trans (hn j)) 2)).mpr
      (pow_lt_pow_left₀ (hn j) ha.le two_ne_zero))
  -- partial sums are `-C F²` times the logarithms of the partial products in Euler's formula
  have hs (N : ℕ) : ∑ i ∈ Finset.range N, dipoleEnergy C F a (((i : ℝ) + 1) * L) =
      -C * F ^ 2 * Real.log
        (∏ j ∈ Finset.range N, (1 - (a / L) ^ 2 / ((j : ℝ) + 1) ^ 2)) := by
    induction N with
    | zero => simp
    | succ N ih =>
      rw [Finset.sum_range_succ, Finset.prod_range_succ, ih,
        Real.log_mul (Finset.prod_ne_zero_iff.mpr fun j _ => (hq j).ne') (hq N).ne',
        dipoleEnergy_eq ha (hn N), hr N]
      ring
  have hpos : 0 < π * (a / L) := by positivity
  have hlt : π * (a / L) < π := by
    nlinarith [Real.pi_pos, (div_lt_one h0).mpr hL]
  have hp := ((Real.tendsto_euler_sin_prod (a / L)).div_const (π * (a / L))).congr
    (fun n => mul_div_cancel_left₀ _ hpos.ne')
  rw [hasSum_iff_tendsto_nat_of_nonneg (fun n => (dipoleEnergy_pos hC hF ha (hn n)).le)]
  simp only [hs]
  exact (hp.log (div_pos (Real.sin_pos_of_pos_of_lt_pi hpos hlt) hpos).ne').const_mul _

/-- At fixed moment `D`, the summed interaction energy of one dipole with equal dipoles at distances
`L, 2L, 3L, …` tends to `π² C D²/(6 L²)` as the width tends to zero. -/
theorem dipole_row_tendsto {C D L : ℝ} (hC : 0 < C) (hD : 0 < D) (hL : 0 < L) :
    Tendsto (fun a => ∑' n : ℕ, dipoleEnergy C (D / a) a (((n : ℝ) + 1) * L))
      (𝓝[>] 0) (𝓝 (π ^ 2 * C * D ^ 2 / (6 * L ^ 2))) := by
  have hev : ∀ᶠ a in 𝓝[>] (0 : ℝ), a ∈ Set.Ioo 0 L := Ioo_mem_nhdsGT hL
  have e : π ^ 2 * C * D ^ 2 / (6 * L ^ 2) = C * D ^ 2 * (π ^ 2 / 6) / L ^ 2 := by ring
  have hn {a : ℝ} (ha : a ∈ Set.Ioo 0 L) (n : ℕ) : a < ((n : ℝ) + 1) * L := by
    nlinarith [mul_nonneg (Nat.cast_nonneg (α := ℝ) n) hL.le, ha.2]
  rw [e]
  refine tendsto_of_tendsto_of_tendsto_of_le_of_le' tendsto_const_nhds
    (tendsto_upper (C * D ^ 2 * (π ^ 2 / 6)) hL) ?_ ?_
  · filter_upwards [hev] with a ha
    have hF := div_pos hD ha.1
    have h := hasSum_le (fun n => by
      have hb := (dipoleEnergy_bounds hC hF ha.1 (hn ha n)).1
      rw [div_mul_cancel₀ _ ha.1.ne'] at hb
      rw [div_mul_div_comm, mul_one, mul_comm (L ^ 2), ← mul_pow]
      exact hb.le) (hasSum_inv_sq.mul_left (C * D ^ 2 / L ^ 2))
      (dipole_row hC hF ha.1 ha.2).summable.hasSum
    calc _ = C * D ^ 2 / L ^ 2 * (π ^ 2 / 6) := by ring
      _ ≤ _ := h
  · filter_upwards [hev] with a ha
    have hF := div_pos hD ha.1
    have hd : 0 < L ^ 2 - a ^ 2 :=
      sub_pos.mpr (pow_lt_pow_left₀ ha.2 ha.1.le two_ne_zero)
    -- (mL)² - a² is at least m² (L² - a²) for every m ≥ 1
    have h := hasSum_le (fun n => by
      have hb := (dipoleEnergy_bounds hC hF ha.1 (hn ha n)).2
      rw [div_mul_cancel₀ _ ha.1.ne'] at hb
      have hm : 0 ≤ ((n : ℝ) + 1) ^ 2 - 1 := by
        nlinarith [Nat.cast_nonneg (α := ℝ) n]
      refine hb.le.trans ?_
      rw [div_mul_div_comm, mul_one]
      exact div_le_div_of_nonneg_left (by positivity) (mul_pos hd (by positivity))
        (by nlinarith [mul_nonneg (sq_nonneg a) hm]))
      (dipole_row hC hF ha.1 ha.2).summable.hasSum
      (hasSum_inv_sq.mul_left (C * D ^ 2 / (L ^ 2 - a ^ 2)))
    calc _ ≤ C * D ^ 2 / (L ^ 2 - a ^ 2) * (π ^ 2 / 6) := h
      _ = _ := by ring

end

end SurfaceForceDipoles
```

```lean
#print axioms SurfaceForceDipoles.dipoleEnergy_strictAnti
#print axioms SurfaceForceDipoles.pointDipole_row
#print axioms SurfaceForceDipoles.dipole_row_tendsto
```

```
'SurfaceForceDipoles.dipoleEnergy_strictAnti' depends on axioms: [propext, Classical.choice, Quot.sound]
'SurfaceForceDipoles.pointDipole_row' depends on axioms: [propext, Classical.choice, Quot.sound]
'SurfaceForceDipoles.dipole_row_tendsto' depends on axioms: [propext, Classical.choice, Quot.sound]
```

## How the proof runs

`dipoleEnergy_eq` removes the absolute values with `Real.log_abs`, makes the arguments positive and collects the logarithms. `dipoleEnergy_bounds` applies `Real.log_lt_sub_one_of_pos` at y and 1/y; `dipoleEnergy_pos` uses its lower half. `dipoleEnergy_strictAnti` follows from the monotonicity of the logarithm. `dipoleEnergy_tendsto` squeezes the energy, with `tendsto_upper` supplying the limit of the upper bound.

For the row, `hasSum_inv_sq` drops the n = 0 term, which is 0 in Lean, from Mathlib's sum of inverse squares and shifts the index by one. `pointDipole_row` identifies each `w n` by uniqueness of limits and sums them. `dipole_row` shows by induction that partial sums are −C F² times the logarithms of partial Euler products, then passes to the limit. `dipole_row_tendsto` sums both pair bounds with `hasSum_le` and squeezes the total, which justifies exchanging limit and sum.

## Reading a step energy from a slab calculation

In a periodic slab with one step per cell on each face, each step interacts with its images on both sides. Counting each pair once, the interaction energy per step is the one-sided row sum, provided that the steps are equal dipoles obeying this law. The logarithm describes a deep substrate, so the in-plane cell should be held at its bulk size and the slab must be thick enough for the strain from the steps to die out inside it. A fit of the step energy per unit length to a constant plus A/L² at L ≫ a then gives A = π² C D²/6, and the pair coefficient is C D² = 6A/π². When evaluating the pair formula at small a/L, `log1p(-a²/L²)` avoids the rounding error of forming 1 − a²/L² first.
